# The propagator of a central spin with σ_z–σ_z coupling to a spin bath is diagonal in the joint σ_z basis

A central spin is coupled to `n` bath spins by the Hamiltonian H = σ_z ⊗ ∑_k g_k σ_z^(k), with real couplings g_k, no other terms, and ħ = 1. The theorem `propagator_eq_diagonal` states that, for every real time t, the matrix exp(−itH) is diagonal in the joint spin configurations. Its entry at a configuration is exp(−itE), where E is the sign of the central spin times the sum of the g_k, each multiplied by the sign of its bath spin. The attempt rewrites H as a diagonal matrix, moves the matrix exponential onto the function of diagonal entries, and then compares the two sides one configuration at a time.

In Lean, a first try:

```lean
import Mathlib

open Matrix
open scoped Kronecker

namespace PropagatorEqDiagonal

noncomputable section

variable {n : ℕ}

/-- The Pauli matrix `σ_z`. -/
def sigmaZ : Matrix (Fin 2) (Fin 2) ℂ := !![1, 0; 0, -1]

/-- The sign `+1` for spin up and `-1` for spin down. -/
def sgn : Fin 2 → ℝ := ![1, -1]

/-- The tensor product of one-spin matrices, one for each bath spin. -/
def productOp (A : Fin n → Matrix (Fin 2) (Fin 2) ℂ) :
    Matrix (Fin n → Fin 2) (Fin n → Fin 2) ℂ :=
  Matrix.of fun s s' => ∏ k, A k (s k) (s' k)

/-- `σ_z` on bath spin `k`, with the identity on all other bath spins. -/
def siteZ (k : Fin n) : Matrix (Fin n → Fin 2) (Fin n → Fin 2) ℂ :=
  productOp (Function.update (fun _ => (1 : Matrix (Fin 2) (Fin 2) ℂ)) k sigmaZ)

/-- The Hamiltonian `σ_z ⊗ ∑_k g_k σ_z^(k)`. -/
def hamiltonian (g : Fin n → ℝ) :
    Matrix (Fin 2 × (Fin n → Fin 2)) (Fin 2 × (Fin n → Fin 2)) ℂ :=
  sigmaZ ⊗ₖ ∑ k, (g k : ℂ) • siteZ k

/-- The energy of a joint configuration of central spin and bath. -/
def energy (g : Fin n → ℝ) (p : Fin 2 × (Fin n → Fin 2)) : ℝ :=
  sgn p.1 * ∑ k, g k * sgn (p.2 k)

/-- The time evolution operator `exp(-i t H)`, with `ħ = 1`. -/
def propagator (g : Fin n → ℝ) (t : ℝ) :
    Matrix (Fin 2 × (Fin n → Fin 2)) (Fin 2 × (Fin n → Fin 2)) ℂ :=
  NormedSpace.exp ((-(Complex.I * (t : ℂ))) • hamiltonian g)

/-- `σ_z` is diagonal, with the spin signs on the diagonal. -/
theorem sigmaZ_eq_diagonal : sigmaZ = diagonal fun a => (sgn a : ℂ) := by
  ext a b
  fin_cases a <;> fin_cases b <;> simp [sigmaZ, sgn]

/-- `σ_z` on bath spin `k` is diagonal and reads off the sign of that spin. -/
theorem siteZ_eq_diagonal (k : Fin n) : siteZ k = diagonal fun s => (sgn (s k) : ℂ) := by
  ext s s'
  simp only [siteZ, productOp, Matrix.of_apply]
  by_cases h : s = s'
  · subst h
    rw [diagonal_apply_eq, Finset.prod_eq_single k]
    · simp [sigmaZ_eq_diagonal]
    · intro j _ hj
      simp [Function.update_of_ne hj]
    · intro hk
      exact absurd (Finset.mem_univ k) hk
  · -- a site where the configurations differ contributes a zero factor
    obtain ⟨j, hj⟩ := Function.ne_iff.mp h
    rw [diagonal_apply_ne _ h]
    apply Finset.prod_eq_zero (Finset.mem_univ j)
    by_cases hjk : j = k
    · subst hjk
      simp [sigmaZ_eq_diagonal, hj]
    · simp [Function.update_of_ne hjk, Matrix.one_apply_ne hj]

/-- The Hamiltonian is diagonal in the joint spin configurations. -/
theorem hamiltonian_eq_diagonal (g : Fin n → ℝ) :
    hamiltonian g = diagonal fun p => (energy g p : ℂ) := by
  ext ⟨a, s⟩ ⟨b, s'⟩
  simp only [hamiltonian, kroneckerMap_apply, Matrix.sum_apply, Matrix.smul_apply,
    siteZ_eq_diagonal, sigmaZ_eq_diagonal, diagonal_apply, Prod.mk.injEq]
  by_cases hab : a = b <;> by_cases hs : s = s' <;> simp [hab, hs, energy]

/-- Time evolution multiplies each joint configuration by the phase `exp(-i t E)`. -/
theorem propagator_eq_diagonal (g : Fin n → ℝ) (t : ℝ) :
    propagator g t =
      diagonal fun p => Complex.exp (-(Complex.I * (t : ℂ)) * (energy g p : ℂ)) := by
  rw [propagator, hamiltonian_eq_diagonal, ← Matrix.diagonal_smul, Matrix.exp_diagonal]
  congr 1
  funext p
  rw [Pi.exp_apply, Complex.exp_eq_exp_ℂ]
  rfl

end

end PropagatorEqDiagonal
```

The error:

```
Main.lean:82:6: error(lean.unknownIdentifier): Unknown identifier `Pi.exp_apply`
Main.lean:78:83: error: unsolved goals
n : ℕ
g : Fin n → ℝ
t : ℝ
p : Fin 2 × (Fin n → Fin 2)
⊢ NormedSpace.exp (-(Complex.I * ↑t) • fun p => ↑(energy g p)) p = Complex.exp (-(Complex.I * ↑t) * ↑(energy g p))
```

Diagnosis. The first message says that Lean knows no declaration called `Pi.exp_apply`, so the rewrite that names it fails. The second shows the goal left open there: on the left, the exponential of a whole function, evaluated at `p`; on the right, the complex exponential of a single number. The missing step is that the exponential of a function is taken pointwise.

The repair proves this step as `hexp`. It writes both exponentials as power series with `NormedSpace.exp_eq_tsum`, gets summability of the series of functions from summability at each point, and uses `tsum_apply` to evaluate the sum at a point.

The unknown name is then dropped from the rewrite. `Complex.exp_eq_exp_ℂ` remains, and turns the right side into `NormedSpace.exp` as well. `exact hexp _ p` takes the place of `rfl` and closes the goal, since the scaled function evaluated at `p` is by definition the product on the right.

The mended proof, as a diff:

```diff
@@ -77,9 +77,21 @@
     propagator g t =
       diagonal fun p => Complex.exp (-(Complex.I * (t : ℂ)) * (energy g p : ℂ)) := by
+  -- the exponential series of a function is summed pointwise
+  have hexp : ∀ (v : Fin 2 × (Fin n → Fin 2) → ℂ) (q : Fin 2 × (Fin n → Fin 2)),
+      NormedSpace.exp v q = NormedSpace.exp (v q) := by
+    intro v q
+    have hs : Summable fun m : ℕ => ((m.factorial : ℂ)⁻¹) • v ^ m :=
+      Pi.summable.2 fun r => NormedSpace.expSeries_summable' (𝕂 := ℂ) (v r)
+    have h1 : NormedSpace.exp v = ∑' m : ℕ, ((m.factorial : ℂ)⁻¹) • v ^ m :=
+      congrFun (NormedSpace.exp_eq_tsum (𝕂 := ℂ)) v
+    have h2 : NormedSpace.exp (v q) = ∑' m : ℕ, ((m.factorial : ℂ)⁻¹) • (v q) ^ m :=
+      congrFun (NormedSpace.exp_eq_tsum (𝕂 := ℂ)) (v q)
+    rw [h1, h2]
+    exact tsum_apply hs
   rw [propagator, hamiltonian_eq_diagonal, ← Matrix.diagonal_smul, Matrix.exp_diagonal]
   congr 1
   funext p
-  rw [Pi.exp_apply, Complex.exp_eq_exp_ℂ]
-  rfl
+  rw [Complex.exp_eq_exp_ℂ]
+  exact hexp _ p
 
 end
```
